# The sum of the two levels of overlapping orbitals, and when filling both costs energy

If the overlap between two orbitals is neglected, their coupling lowers one level by exactly as much as it raises the other. Filling both then costs nothing, so an orthogonal tight-binding model with fixed orbital energies gives no repulsion between two closed shells, such as those of two helium atoms, unless a separate repulsive term is added.

Overlap can break this balance. Let the orbitals be normalised, with real energies $a_1,a_2$, real coupling $b$ and real overlap $s$, where $|s|<1$. The two levels $E_0,E_1$ satisfy

$$E_0+E_1=a_1+a_2+\frac{s\,\bigl(s(a_1+a_2)-2b\bigr)}{1-s^2}.$$

Filling both is repulsive exactly when $s(s(a_1+a_2)-2b)>0$. The sums count one electron per level; two electrons per level double the energy change and leave its sign alone.

The electrons are non-interacting and the matrix elements are given numbers. Identifying the change in the level sum with the interaction energy of two real atoms is a further step: it ignores nuclear repulsion, electron–electron terms and any shift of $a_1,a_2$ caused by the neighbour.

## Normalised orbitals with a Hermitian Hamiltonian

For orbitals $\phi_1,\phi_2$, write $a_i=\langle\phi_i|H|\phi_i\rangle$, $b=\langle\phi_1|H|\phi_2\rangle$ and $s=\langle\phi_1|\phi_2\rangle$. Textbooks often call the first two $\alpha_i$ and $\beta$. Both $b$ and $s$ may be complex, as for Bloch orbitals at a fixed wave vector:

$$H=\begin{pmatrix}a_1&b\\ b^*&a_2\end{pmatrix},\qquad S=\begin{pmatrix}1&s\\ s^*&1\end{pmatrix}.$$

```lean
import Mathlib

open Matrix
open scoped ComplexConjugate

namespace OverlapRepulsion

/-- The Hamiltonian matrix of two orbitals with real energies `a₁`, `a₂` and coupling `b`. -/
def hamiltonian (a₁ a₂ : ℝ) (b : ℂ) : Matrix (Fin 2) (Fin 2) ℂ :=
  !![(a₁ : ℂ), b; conj b, (a₂ : ℂ)]

/-- The overlap matrix of two normalised orbitals with mutual overlap `s`. -/
def overlap (s : ℂ) : Matrix (Fin 2) (Fin 2) ℂ :=
  !![1, s; conj s, 1]
```

These assumptions are built into the definitions: `a₁` and `a₂` have type `ℝ`, the off-diagonal entries are conjugates, and the diagonal of `overlap` is 1. By hand and in Lean, they enter when the entries are multiplied out. If $\phi_1$ had squared norm $N\neq1$, then even at $b=s=0$ its level would be $a_1/N$, and the formula would fail for $a_1\ne0$.

## A complete set of levels and an invertible overlap

The levels solve $HC=SC\,\mathrm{diag}(E)$, where each column of $C$ holds the coefficients of one molecular orbital. Requiring $C$ to be invertible makes these orbitals linearly independent, so a degenerate level is counted as often as it occurs.

```lean
/-- The real numbers `E i` are the levels of `H` with overlap `S`: an invertible matrix `C` of
orbital coefficients solves the generalized eigenvalue equation `H C = S C diag(E)`. -/
def IsLevels {n : Type*} [Fintype n] [DecidableEq n] (H S : Matrix n n ℂ) (E : n → ℝ) : Prop :=
  ∃ C : Matrix n n ℂ, IsUnit C.det ∧ H * C = S * C * diagonal (fun i => (E i : ℂ))
```

`IsLevels H S E` says that such a $C$ exists for the real numbers `E i`. The columns need not be normalised, and `E 0` need not be the lower level.

An invertible $S$ means that the basis orbitals are linearly independent. Multiplying the eigenvalue equation by $S^{-1}$ from the left and by $C^{-1}$ from the right gives

$$S^{-1}H=C\,\mathrm{diag}(E)\,C^{-1}.$$

The trace is cyclic, so

$$\operatorname{tr}(S^{-1}H)=\operatorname{tr}\bigl(C^{-1}C\,\mathrm{diag}(E)\bigr)=\sum_iE_i .$$

```lean
/-- In any finite basis with invertible overlap matrix `S`, the levels sum to the trace of
`S⁻¹ H`. -/
theorem sum_levels_eq_trace {n : Type*} [Fintype n] [DecidableEq n] {H S : Matrix n n ℂ}
    {E : n → ℝ} (hS : IsUnit S.det) (hE : IsLevels H S E) :
    ((∑ i, E i : ℝ) : ℂ) = (S⁻¹ * H).trace := by
  obtain ⟨C, hC, h⟩ := hE
  -- `S⁻¹ H` is similar to the diagonal matrix of levels
  have hX : S⁻¹ * H = C * diagonal (fun i => (E i : ℂ)) * C⁻¹ := by
    calc S⁻¹ * H = S⁻¹ * (H * C) * C⁻¹ := by
          rw [Matrix.mul_assoc, Matrix.mul_assoc, Matrix.mul_nonsing_inv _ hC, Matrix.mul_one]
      _ = (S⁻¹ * S) * C * diagonal (fun i => (E i : ℂ)) * C⁻¹ := by
          rw [h]; simp only [Matrix.mul_assoc]
      _ = C * diagonal (fun i => (E i : ℂ)) * C⁻¹ := by
          rw [Matrix.nonsing_inv_mul _ hS, Matrix.one_mul]
  rw [hX, Matrix.trace_mul_comm, ← Matrix.mul_assoc, Matrix.nonsing_inv_mul _ hC,
    Matrix.one_mul, Matrix.trace_diagonal]
  simp
```

In `sum_levels_eq_trace`, `hX` is the similarity relation, obtained from `hC` and `hS`, the invertibility of $C$ and $S$. `Matrix.trace_mul_comm` then supplies the cyclic step. The theorem holds in any finite basis, so it applies to the generalized eigenproblems of non-orthogonal tight binding and ultrasoft pseudopotentials when $H$ and $S$ are fixed finite matrices and all levels are summed.

Without an invertible $C$, the choice $C=0$ would admit every $E$. Without an invertible $S$, the sum can be undetermined: for $a_1=a_2=b=s=1$, both $H$ and $S$ annihilate the column $(1,-1)^T$, and any number serves as its level.

## An overlap matrix that comes from independent orbitals

The trace formula takes the levels as given. Their existence follows if $H$ is Hermitian and $S=B^\dagger B$ with $B$ invertible. Physically, the columns of $B$ are the orbitals written in an orthonormal basis.

Set $H'=(B^{-1})^\dagger HB^{-1}$. This matrix is Hermitian, so $H'=U\,\mathrm{diag}(E)\,U^\dagger$ with $U$ unitary and $E$ real. With $C=B^{-1}U$,

$$HC=B^\dagger H'U=B^\dagger U\,\mathrm{diag}(E)=B^\dagger B\,B^{-1}U\,\mathrm{diag}(E)=SC\,\mathrm{diag}(E).$$

```lean
/-- A Hermitian Hamiltonian has a complete set of real levels whenever the overlap matrix
factorises as `Bᴴ B` with `B` invertible. -/
theorem exists_levels_of_factor {n : Type*} [Fintype n] [DecidableEq n] {H B : Matrix n n ℂ}
    (hH : H.IsHermitian) (hB : IsUnit B.det) : ∃ E : n → ℝ, IsLevels H (Bᴴ * B) E := by
  have hBi : B * B⁻¹ = 1 := Matrix.mul_nonsing_inv _ hB
  have hBi' : Bᴴ * (B⁻¹)ᴴ = 1 := by
    rw [← Matrix.conjTranspose_mul, Matrix.nonsing_inv_mul _ hB, Matrix.conjTranspose_one]
  -- diagonalise the Hamiltonian in the orthogonalised basis
  have hA : ((B⁻¹)ᴴ * H * B⁻¹).IsHermitian := Matrix.isHermitian_conjTranspose_mul_mul B⁻¹ hH
  obtain ⟨U, E, hU, hAU⟩ : ∃ (U : Matrix n n ℂ) (E : n → ℝ), star U * U = 1 ∧
      (B⁻¹)ᴴ * H * B⁻¹ = U * diagonal (fun i => (E i : ℂ)) * star U := by
    have h := hA.spectral_theorem
    rw [Unitary.conjStarAlgAut_apply] at h
    exact ⟨_, hA.eigenvalues, Matrix.mem_unitaryGroup_iff'.1 hA.eigenvectorUnitary.2, h⟩
  refine ⟨E, B⁻¹ * U, ?_, ?_⟩
  · rw [Matrix.det_mul]
    exact (Matrix.isUnit_nonsing_inv_det _ hB).mul (Matrix.isUnit_det_of_left_inverse hU)
  · -- transform the eigenvectors back to the original orbitals
    calc H * (B⁻¹ * U) = (Bᴴ * (B⁻¹)ᴴ) * H * (B⁻¹ * U) := by rw [hBi', Matrix.one_mul]
      _ = Bᴴ * ((B⁻¹)ᴴ * H * B⁻¹) * U := by simp only [Matrix.mul_assoc]
      _ = Bᴴ * (U * diagonal (fun i => (E i : ℂ)) * star U) * U := by rw [hAU]
      _ = Bᴴ * (U * diagonal (fun i => (E i : ℂ))) * (star U * U) := by
          simp only [Matrix.mul_assoc]
      _ = Bᴴ * (B * B⁻¹) * U * diagonal (fun i => (E i : ℂ)) := by
          rw [hU, hBi]; simp only [Matrix.mul_one, Matrix.mul_assoc]
      _ = Bᴴ * B * (B⁻¹ * U) * diagonal (fun i => (E i : ℂ)) := by
          simp only [Matrix.mul_assoc]
```

In `exists_levels_of_factor`, `hH` makes $H'$ Hermitian and `hA.spectral_theorem` diagonalises it. `hB` permits the change of basis and makes $C$ invertible. The final `calc` block is the displayed chain in smaller steps.

If $H$ is not Hermitian, real levels may be missing: with $S=1$ and $H=i\,1$, both eigenvalues are $i$. If $B$ is singular, there may be no levels at all. For $H=1$ and singular $S$, the left side of $HC=SC\,\mathrm{diag}(E)$ would be invertible and the right side singular.

## Overlap smaller than one

By the Cauchy–Schwarz inequality, two normalised orbitals have $|s|\le1$, with equality only when they agree up to a phase. The condition $|s|<1$ therefore says that they are two distinct states. It makes the determinant $\det S=1-|s|^2$ positive.

```lean
/-- The determinant of the two-orbital overlap matrix is `1 - |s|²`. -/
theorem overlap_det (s : ℂ) : (overlap s).det = ((1 - ‖s‖ ^ 2 : ℝ) : ℂ) := by
  rw [overlap, Matrix.det_fin_two_of, Complex.mul_conj, Complex.normSq_eq_norm_sq]
  push_cast
  ring
```

Positivity also provides the real number $r=\sqrt{1-|s|^2}$ for the Gram–Schmidt factor

$$B=\begin{pmatrix}1&s\\0&r\end{pmatrix},\qquad B^\dagger B=\begin{pmatrix}1&s\\s^*&|s|^2+r^2\end{pmatrix}=S.$$

Since $\det B=r\neq0$, the previous existence theorem applies.

```lean
/-- Two orbitals with overlap `|s| < 1` always have a complete pair of real levels. -/
theorem two_orbital_levels_exist (a₁ a₂ : ℝ) (b : ℂ) {s : ℂ} (hs : ‖s‖ < 1) :
    ∃ E : Fin 2 → ℝ, IsLevels (hamiltonian a₁ a₂ b) (overlap s) E := by
  have hpos : 0 < 1 - ‖s‖ ^ 2 := by nlinarith [norm_nonneg s]
  obtain ⟨r, hr0, hrr⟩ : ∃ r : ℝ, r ≠ 0 ∧ r * r = 1 - ‖s‖ ^ 2 :=
    ⟨√(1 - ‖s‖ ^ 2), (Real.sqrt_pos.2 hpos).ne', Real.mul_self_sqrt hpos.le⟩
  have hr : (r : ℂ) * r = 1 - s * conj s := by
    rw [Complex.mul_conj, Complex.normSq_eq_norm_sq]
    exact_mod_cast hrr
  -- triangular factor of the overlap matrix
  have hB : (!![1, s; 0, (r : ℂ)])ᴴ * !![1, s; 0, (r : ℂ)] = overlap s := by
    ext i j
    fin_cases i <;> fin_cases j <;> simp [overlap, Matrix.mul_apply, Fin.sum_univ_two]
    linear_combination hr
  have hH : (hamiltonian a₁ a₂ b).IsHermitian := by
    ext i j
    fin_cases i <;> fin_cases j <;> simp [hamiltonian]
  rw [← hB]
  refine exists_levels_of_factor hH ?_
  rw [Matrix.det_fin_two_of]
  simpa using hr0
```

Here `hpos` is the positivity of $1-|s|^2$, and `hB` checks the factorisation entry by entry. Every admissible choice of $a_1,a_2,b,s$ thus has levels to which the sum formula applies.

For the sum itself, the inverse overlap is

$$S^{-1}=\frac1{1-|s|^2}\begin{pmatrix}1&-s\\-s^*&1\end{pmatrix}.$$

The diagonal entries of $S^{-1}H$ are $(a_1-sb^*)/(1-|s|^2)$ and $(a_2-s^*b)/(1-|s|^2)$. Since $sb^*+s^*b=2\operatorname{Re}(s^*b)$,

$$E_0+E_1=\frac{a_1+a_2-2\operatorname{Re}(s^*b)}{1-|s|^2}
=a_1+a_2+\frac{|s|^2(a_1+a_2)-2\operatorname{Re}(s^*b)}{1-|s|^2}.$$

```lean
/-- For complex coupling `b` and complex overlap `|s| < 1`, the two levels sum to
`a₁ + a₂ + (|s|² (a₁ + a₂) - 2 Re(s* b)) / (1 - |s|²)`. -/
theorem sum_two_levels {a₁ a₂ : ℝ} {b s : ℂ} {E : Fin 2 → ℝ} (hs : ‖s‖ < 1)
    (hE : IsLevels (hamiltonian a₁ a₂ b) (overlap s) E) :
    E 0 + E 1 = a₁ + a₂ +
      (‖s‖ ^ 2 * (a₁ + a₂) - 2 * (conj s * b).re) / (1 - ‖s‖ ^ 2) := by
  have hpos : 0 < 1 - ‖s‖ ^ 2 := by nlinarith [norm_nonneg s]
  have hS : IsUnit (overlap s).det := by
    rw [overlap_det]
    exact isUnit_iff_ne_zero.2 (Complex.ofReal_ne_zero.2 hpos.ne')
  have hadj : (overlap s).adjugate = (overlap s).det • (overlap s)⁻¹ := by
    calc (overlap s).adjugate = (overlap s).adjugate * (overlap s * (overlap s)⁻¹) := by
          rw [Matrix.mul_nonsing_inv _ hS, Matrix.mul_one]
      _ = (overlap s).det • (overlap s)⁻¹ := by
          rw [← Matrix.mul_assoc, Matrix.adjugate_mul, Matrix.smul_mul, Matrix.one_mul]
  have htr : ((overlap s).adjugate * hamiltonian a₁ a₂ b).trace
      = ((a₁ + a₂ - 2 * (conj s * b).re : ℝ) : ℂ) := by
    rw [overlap, Matrix.adjugate_fin_two_of, hamiltonian, Matrix.trace_fin_two]
    apply Complex.ext <;> simp [Matrix.mul_apply, Fin.sum_univ_two] <;> ring
  -- multiply the trace formula by the determinant of the overlap
  have key : (1 - ‖s‖ ^ 2) * (E 0 + E 1) = a₁ + a₂ - 2 * (conj s * b).re := by
    rw [hadj, Matrix.smul_mul, Matrix.trace_smul, ← sum_levels_eq_trace hS hE, overlap_det,
      smul_eq_mul, Fin.sum_univ_two, ← Complex.ofReal_mul] at htr
    exact Complex.ofReal_injective htr
  have hne := hpos.ne'
  rw [← sub_eq_iff_eq_add', eq_div_iff hne]
  linear_combination key
```

The proof of `sum_two_levels` postpones the division. It identifies the adjugate of $S$ with $\det S$ times its inverse (`hadj`), computes the trace with the adjugate (`htr`), and obtains the level sum multiplied by $1-|s|^2$ (`key`). The last lines divide by this nonzero number.

For $|s|>1$ the matrix $S$ is not an overlap matrix, and real levels can be absent: $a_1=1$, $a_2=-1$, $b=0$ gives $E^2=1/(1-|s|^2)<0$.

## Real coupling and real overlap

Both numbers are real for real orbitals and a real Hamiltonian. Then $\operatorname{Re}(s^*b)=sb$ and $|s|^2=s^2$, so the numerator factorises as

$$s^2(a_1+a_2)-2sb=s\bigl(s(a_1+a_2)-2b\bigr).$$

```lean
/-- For real coupling `b` and real overlap `|s| < 1`, the two levels sum to
`a₁ + a₂ + s (s (a₁ + a₂) - 2 b) / (1 - s²)`. -/
theorem sum_two_levels_real {a₁ a₂ b s : ℝ} {E : Fin 2 → ℝ} (hs : |s| < 1)
    (hE : IsLevels (hamiltonian a₁ a₂ (b : ℂ)) (overlap (s : ℂ)) E) :
    E 0 + E 1 = a₁ + a₂ + s * (s * (a₁ + a₂) - 2 * b) / (1 - s ^ 2) := by
  have hn : ‖(s : ℂ)‖ = |s| := by rw [Complex.norm_real, Real.norm_eq_abs]
  have hre : (conj (s : ℂ) * (b : ℂ)).re = s * b := by simp
  rw [sum_two_levels (by rw [hn]; exact hs) hE, hn, sq_abs, hre]
  ring
```

Lean takes real `b` and `s` and regards them as complex numbers inside the matrices. `hn` and `hre` carry out the two replacements, and `ring` factorises. For complex values, $sb$ must stay $\operatorname{Re}(s^*b)$: a real overlap with a purely imaginary coupling makes this term vanish.

Because $1-s^2>0$, the energy change has the sign of its numerator. This proves the criterion for repulsion.

```lean
/-- For real `b` and `|s| < 1`, filling both levels costs energy relative to the separate
orbitals exactly when `s (s (a₁ + a₂) - 2 b) > 0`. -/
theorem repulsive_iff {a₁ a₂ b s : ℝ} {E : Fin 2 → ℝ} (hs : |s| < 1)
    (hE : IsLevels (hamiltonian a₁ a₂ (b : ℂ)) (overlap (s : ℂ)) E) :
    a₁ + a₂ < E 0 + E 1 ↔ 0 < s * (s * (a₁ + a₂) - 2 * b) := by
  have hpos : 0 < 1 - s ^ 2 := sub_pos.2 ((sq_lt_one_iff_abs_lt_one s).2 hs)
  rw [sum_two_levels_real hs hE, lt_add_iff_pos_right, div_pos_iff_of_pos_right hpos]
```

The condition $|s|<1$ enters `repulsive_iff` a second time through `hpos`, which allows the denominator to be removed from the inequality. With $s=2$, $b=0$ and $a_1=a_2=1$, the levels are $1/3$ and $-1$. Their sum lies below $a_1+a_2$ although the numerator is positive.

The change is zero exactly when one factor of the numerator vanishes, so $s=0$ or $s(a_1+a_2)=2b$.

```lean
/-- For real `b` and `|s| < 1`, filling both levels leaves the total energy unchanged exactly
when the overlap vanishes or `s (a₁ + a₂) = 2 b`. -/
theorem neutral_iff {a₁ a₂ b s : ℝ} {E : Fin 2 → ℝ} (hs : |s| < 1)
    (hE : IsLevels (hamiltonian a₁ a₂ (b : ℂ)) (overlap (s : ℂ)) E) :
    E 0 + E 1 = a₁ + a₂ ↔ s = 0 ∨ s * (a₁ + a₂) = 2 * b := by
  have hpos : 0 < 1 - s ^ 2 := sub_pos.2 ((sq_lt_one_iff_abs_lt_one s).2 hs)
  rw [sum_two_levels_real hs hE, add_eq_left, div_eq_zero_iff, or_iff_left hpos.ne',
    mul_eq_zero, sub_eq_zero]
```

Neglecting overlap therefore always gives neutrality, whatever the coupling. The second case is a cancellation at nonzero overlap, or the trivial case $s=b=0$.

## Wolfsberg–Helmholz coupling between bound orbitals

Extended Hückel calculations often postulate $b=Ks(a_1+a_2)/2$: the coupling is proportional to the overlap and to the mean orbital energy, with an empirical factor $K$. Substitution gives

$$s\bigl(s(a_1+a_2)-2b\bigr)=s^2\,\bigl(-(a_1+a_2)\bigr)(K-1).$$

If $s\neq0$ and $a_1+a_2<0$, the factor before $K-1$ is positive, and filling both levels is repulsive exactly when $K>1$. The negative sum expresses that the orbitals are bound on average, with the energy zero at the vacuum level.

```lean
/-- With the Wolfsberg–Helmholz coupling `b = K s (a₁ + a₂) / 2`, nonzero real overlap
`|s| < 1` and `a₁ + a₂ < 0`, filling both levels is repulsive exactly when `K > 1`. -/
theorem wolfsberg_helmholz_repulsive_iff {a₁ a₂ K s : ℝ} {E : Fin 2 → ℝ} (hs : |s| < 1)
    (hs0 : s ≠ 0) (ha : a₁ + a₂ < 0)
    (hE : IsLevels (hamiltonian a₁ a₂ ((K * s * (a₁ + a₂) / 2 : ℝ) : ℂ))
      (overlap (s : ℂ)) E) :
    a₁ + a₂ < E 0 + E 1 ↔ 1 < K := by
  have hc : 0 < s ^ 2 * -(a₁ + a₂) := mul_pos (pow_pos (abs_pos.2 hs0) 2 |>.trans_eq
    (sq_abs s)) (neg_pos.2 ha)
  have hf : s * (s * (a₁ + a₂) - 2 * (K * s * (a₁ + a₂) / 2))
      = s ^ 2 * -(a₁ + a₂) * (K - 1) := by ring
  rw [repulsive_iff hs hE, hf, mul_pos_iff_of_pos_left hc, sub_pos]

end OverlapRepulsion
```

`hc` combines `hs0` and `ha` into the positive prefactor, `hf` is the substitution, and `repulsive_iff` finishes the argument. At $s=0$ the coupling vanishes too, and every $K$ is neutral. For $a_1+a_2>0$ and $s\neq0$ the criterion reverses to $K<1$.

```lean
#print axioms OverlapRepulsion.two_orbital_levels_exist
#print axioms OverlapRepulsion.sum_two_levels_real
#print axioms OverlapRepulsion.neutral_iff
#print axioms OverlapRepulsion.wolfsberg_helmholz_repulsive_iff
```

```
'OverlapRepulsion.two_orbital_levels_exist' depends on axioms: [propext, Classical.choice, Quot.sound]
'OverlapRepulsion.sum_two_levels_real' depends on axioms: [propext, Classical.choice, Quot.sound]
'OverlapRepulsion.neutral_iff' depends on axioms: [propext, Classical.choice, Quot.sound]
'OverlapRepulsion.wolfsberg_helmholz_repulsive_iff' depends on axioms: [propext, Classical.choice, Quot.sound]
```

## The product of the levels

Taking the determinant of $S^{-1}H=C\,\mathrm{diag}(E)\,C^{-1}$ in place of its trace gives the companion formula

$$E_0E_1=\frac{\det H}{\det S}=\frac{a_1a_2-|b|^2}{1-|s|^2}.$$

Sum and product together fix both levels as the roots of a quadratic equation. This product formula is derived here in ordinary mathematics and has no Lean theorem above.
